# Exact free-ring propagation between harmonic half-kicks is unstable for steps just below half the spring period

A ring polymer has many beads, and a statement about the stability of its integrator must first fix what is propagated and what unstable means. Here the external potential is harmonic and the same on every bead, so that the normal modes of the ring move independently; this decoupling is taken as given, and a single mode is studied. The mode has unit mass, phase point $z=(q,p)$, spring frequency $\Omega>0$ and external force $-\omega^2 q$, where $\omega>0$ is the frequency of the physical oscillator. One time step of length $h$ consists of a momentum kick by the external force over $h/2$, the exact motion under the spring alone over $h$, and a second kick over $h/2$. It is a real $2\times2$ matrix $M$, and the step is called unstable if $\|M^n z\|\to\infty$ for some initial point $z$ as the number of steps $n$ grows. There is no thermostat, and arithmetic is exact.

**Claim.** For all $\omega,\Omega>0$ there is an $h_0$ with $0<h_0<\pi/\Omega$ such that for every $h$ in $(h_0,\pi/\Omega)$ the trace of $M$ lies below $-2$ and the step is unstable.

For path-integral simulation this means that, for one unthermostatted mode in a harmonic well, solving the spring motion exactly does not make every step below $\pi/\Omega$ safe, however small $\omega$ is.

## The step matrix and its trace

A kick of duration $h/2$ sends $p$ to $p-aq$ with $a=\omega^2h/2$. The free mode obeys $\dot q=p$, $\dot p=-\Omega^2q$. With $C=\cos\Omega h$ and $S=\sin\Omega h$ the two maps are
$$K=\begin{pmatrix}1&0\\-a&1\end{pmatrix},\qquad F=\begin{pmatrix}C&S/\Omega\\-\Omega S&C\end{pmatrix}.$$
Indeed $q(h)=Cq_0+Sp_0/\Omega$ has $h$-derivative $-\Omega Sq_0+Cp_0=p(h)$, whose derivative is $-\Omega^2Cq_0-\Omega Sp_0=-\Omega^2q(h)$, and $F=1$ at $h=0$. Multiplying out,
$$M=KFK=\begin{pmatrix}C-aS/\Omega&S/\Omega\\-\Omega S-2aC+a^2S/\Omega&C-aS/\Omega\end{pmatrix}.$$
Since $\det K=1$ and $\det F=C^2+S^2=1$, we have $\det M=1$, and with $\kappa=\omega^2h/\Omega$,
$$\operatorname{tr}M=2\cos\Omega h-\kappa\sin\Omega h .$$

## The window below $\pi/\Omega$

Put $c=\cos(\Omega h/2)$ and $s=\sin(\Omega h/2)$. Then $C=2c^2-1$ and $S=2sc$, so
$$\operatorname{tr}M+2=4c^2-2\kappa sc=2c\,(2c-\kappa s).$$
For $0<h<\pi/\Omega$ the half angle lies in $(0,\pi/2)$ and $c>0$, so $\operatorname{tr}M<-2$ exactly when $g(h)=\kappa s-2c>0$. At $h=\pi/\Omega$ we have $c=0$, $s=1$ and $g=\omega^2\pi/\Omega^2>0$. The function $g$ is continuous, so it stays positive within some distance $\varepsilon>0$ of $\pi/\Omega$, and $h_0=\max(\pi/\Omega-\varepsilon,\ \pi/(2\Omega))$ serves. The trace itself equals $-2$ at $h=\pi/\Omega$, and dividing out the vanishing factor $c$ is what leaves a strict inequality for continuity to act on.

## Growth along an eigenvector

Let $t=\operatorname{tr}M<-2$. For a real number $\mu$, $\det(M-\mu 1)=\mu^2-t\mu+1$. Since $t^2>4$, the root $r=\sqrt{t^2-4}\ge0$ is real, and $\mu=(t-r)/2$ gives $\mu^2-t\mu+1=(r^2-t^2+4)/4=0$ with $\mu\le t/2<-1$. A vanishing determinant yields $z\ne0$ with $Mz=\mu z$. Then $M^nz=\mu^nz$ and $\|M^nz\|=|\mu|^n\|z\|\to\infty$.

## The Cayley step

Let $A=\begin{pmatrix}0&1\\-\Omega^2&0\end{pmatrix}$ be the generator of the free motion, with $A^2=-\Omega^2 1$, and replace $F$ by $G=(1-hA/2)^{-1}(1+hA/2)$. With $D=4+\Omega^2h^2$ one has $(1-hA/2)(1+hA/2)=(D/4)\,1$, so $G=(4/D)(1+hA/2)^2=[(4-\Omega^2h^2)1+4hA]/D$. The diagonal entries are $(4-\Omega^2h^2)/D$ and the upper right entry is $4h/D$. As for $F$, the trace of the step is the sum of the diagonal entries minus $2a$ times the upper right entry:
$$\operatorname{tr}KGK=\frac{8-2\Omega^2h^2-4\omega^2h^2}{D}.$$
Multiplying by $D>0$, the bound $\operatorname{tr}KGK<2$ reads $0<4\Omega^2h^2+4\omega^2h^2$ and the bound $\operatorname{tr}KGK>-2$ reads $\omega^2h^2<4$. Both hold for every $\Omega$ when $0<\omega h<2$.

## The matrices in Lean

```lean
import Mathlib

open Real Matrix Filter Topology

namespace RingPolymerResonance

noncomputable section
```

A phase point is a function `z : Fin 2 → ℝ` with `z 0` $=q$ and `z 1` $=p$, and `*ᵥ` applies a matrix to it. In `!![…]` a semicolon separates rows. The kick $K$ is `halfKick`.

```lean
/-- Half-step momentum kick by the external force `-ω² q`, acting on the phase point `(q, p)`
of one normal mode of unit mass. -/
def halfKick (ω h : ℝ) : Matrix (Fin 2) (Fin 2) ℝ :=
  !![1, 0; -(ω ^ 2 * h / 2), 1]
```

The flow $F$ is `freeRing`. At $\Omega=0$ Lean evaluates `sin (Ω * h) / Ω` to zero where a free particle needs $h$, and the theorems about $F$ exclude that value, so the centroid mode is not covered.

```lean
/-- Exact propagation over a time `h` of a free ring-polymer normal mode of frequency `Ω ≠ 0`; at `Ω
= 0` the entry `sin (Ω * h) / Ω` is `0` and the matrix is not the free-particle flow. -/
def freeRing (Ω h : ℝ) : Matrix (Fin 2) (Fin 2) ℝ :=
  !![cos (Ω * h), sin (Ω * h) / Ω; -(Ω * sin (Ω * h)), cos (Ω * h)]
```

The step $M=KFK$ is `rpStep`.

```lean
/-- One integrator step: half-kick, exact free-ring propagation, half-kick. -/
def rpStep (ω Ω h : ℝ) : Matrix (Fin 2) (Fin 2) ℝ :=
  halfKick ω h * freeRing Ω h * halfKick ω h
```

The matrix `cayleyRing` is defined by the entries of $G$ found above. Its equality with $(1-hA/2)^{-1}(1+hA/2)$ rests on the calculation in the text, not on a theorem in the file.

```lean
/-- Cayley form `(1 - hA/2)⁻¹ (1 + hA/2)` of the free-ring step, written out for the
generator `A = [[0, 1], [-Ω², 0]]`. -/
def cayleyRing (Ω h : ℝ) : Matrix (Fin 2) (Fin 2) ℝ :=
  !![(4 - Ω ^ 2 * h ^ 2) / (4 + Ω ^ 2 * h ^ 2), 4 * h / (4 + Ω ^ 2 * h ^ 2);
     -(4 * Ω ^ 2 * h) / (4 + Ω ^ 2 * h ^ 2), (4 - Ω ^ 2 * h ^ 2) / (4 + Ω ^ 2 * h ^ 2)]
```

## Flow, determinant and trace in Lean

The theorem `freeRing_solves` justifies calling $F$ exact: for $\Omega\neq0$, any `z` and any time `t`, $F$ is the identity at time zero, the derivative of component 0 is component 1, and the derivative of component 1 is $-\Omega^2$ times component 0. The steps `e0` and `e1` write out $q$ and $p$, the chain rule `hc`, `hs` differentiates cosine and sine, and `congr_deriv` matches the result to the required right-hand side. The later proofs do not use it.

```lean
/-- For `Ω ≠ 0` the free-ring propagator starts at the identity and its trajectories obey `q' = p`,
`p' = -Ω² q`. -/
theorem freeRing_solves {Ω : ℝ} (hΩ : Ω ≠ 0) (z : Fin 2 → ℝ) (t : ℝ) :
    freeRing Ω 0 = 1 ∧
    HasDerivAt (fun s => (freeRing Ω s *ᵥ z) 0) ((freeRing Ω t *ᵥ z) 1) t ∧
    HasDerivAt (fun s => (freeRing Ω s *ᵥ z) 1) (-(Ω ^ 2) * (freeRing Ω t *ᵥ z) 0) t := by
  have hl : HasDerivAt (fun s : ℝ => Ω * s) Ω t := by
    simpa using (hasDerivAt_id' t).const_mul Ω
  have hc := hl.cos
  have hs := hl.sin
  have e0 : ∀ s, (freeRing Ω s *ᵥ z) 0 = cos (Ω * s) * z 0 + sin (Ω * s) / Ω * z 1 := by
    intro s
    simp [freeRing, mulVec, dotProduct, Fin.sum_univ_two]
  have e1 : ∀ s, (freeRing Ω s *ᵥ z) 1 = -(Ω * sin (Ω * s)) * z 0 + cos (Ω * s) * z 1 := by
    intro s
    simp [freeRing, mulVec, dotProduct, Fin.sum_univ_two]
  refine ⟨?_, ?_, ?_⟩
  · ext i j
    fin_cases i <;> fin_cases j <;> simp [freeRing]
  · simp only [e0, e1]
    exact ((hc.mul_const (z 0)).fun_add ((hs.div_const Ω).mul_const (z 1))).congr_deriv
      (by field_simp)
  · simp only [e0, e1]
    exact (((hs.const_mul Ω).fun_neg.mul_const (z 0)).fun_add (hc.mul_const (z 1))).congr_deriv
      (by field_simp; ring)
```

In `rpStep_det_trace`, `hk` and `hf` are $\det K=1$ and $\det F=1$, the latter from `sin_sq_add_cos_sq`, and `det_mul` combines them. The trace follows by multiplying the three matrices and closing with `ring`. Here $\omega$ and $h$ are arbitrary reals.

```lean
/-- For `Ω ≠ 0` the step matrix has determinant one and trace `2 cos(Ωh) - (ω² h/Ω) sin(Ωh)`. -/
theorem rpStep_det_trace {Ω : ℝ} (hΩ : Ω ≠ 0) (ω h : ℝ) :
    (rpStep ω Ω h).det = 1 ∧
    (rpStep ω Ω h).trace = 2 * cos (Ω * h) - ω ^ 2 * h / Ω * sin (Ω * h) := by
  constructor
  · have hk : (halfKick ω h).det = 1 := by simp [halfKick, det_fin_two]
    have hf : (freeRing Ω h).det = 1 := by
      have e : sin (Ω * h) / Ω * -(Ω * sin (Ω * h)) = -(sin (Ω * h) ^ 2) := by
        field_simp
      rw [freeRing, det_fin_two_of, e]
      linear_combination sin_sq_add_cos_sq (Ω * h)
    rw [rpStep, det_mul, det_mul, hk, hf]
    ring
  · simp only [rpStep, halfKick, freeRing, mul_fin_two, trace_fin_two_of]
    ring
```

## Criterion and window in Lean

The equivalence `resonance_criterion` holds for any real $\omega$ and $0<h<\pi/\Omega$. The step `hc` is $c>0$, `e1` and `e2` are the half-angle formulas, and in each direction `nlinarith` receives the sign of the product of $c$ with the bracket. The `K` in the comment is $\kappa$.

```lean
/-- For `0 < h < π/Ω` (with `Ω > 0`) the quantity `2 cos(Ωh) - (ω² h/Ω) sin(Ωh)` lies below `-2`
exactly when `2 cos(Ωh/2) < (ω² h/Ω) sin(Ωh/2)`. -/
theorem resonance_criterion {Ω h : ℝ} (ω : ℝ) (hΩ : 0 < Ω) (h0 : 0 < h) (h1 : h < π / Ω) :
    2 * cos (Ω * h) - ω ^ 2 * h / Ω * sin (Ω * h) < -2 ↔
      2 * cos (Ω * h / 2) < ω ^ 2 * h / Ω * sin (Ω * h / 2) := by
  have hlt : h * Ω < π := (lt_div_iff₀ hΩ).1 h1
  have hpos : 0 < Ω * h := mul_pos hΩ h0
  have hc : 0 < cos (Ω * h / 2) := cos_pos_of_mem_Ioo ⟨by linarith, by linarith⟩
  -- half angles: trace + 2 = 2 c (2 c - K s) with c > 0
  have e1 : cos (Ω * h) = 2 * cos (Ω * h / 2) ^ 2 - 1 := by
    rw [← cos_two_mul]; congr 1; ring
  have e2 : sin (Ω * h) = 2 * sin (Ω * h / 2) * cos (Ω * h / 2) := by
    rw [← sin_two_mul]; congr 1; ring
  rw [e1, e2]
  constructor
  · intro H
    by_contra hn
    nlinarith [mul_nonneg hc.le (sub_nonneg.2 (not_lt.1 hn))]
  · intro H
    nlinarith [mul_pos hc (sub_pos.2 H)]
```

In `resonance_window`, `hg` is continuity of $g$, `hpos` is $g(\pi/\Omega)>0$, the only place where $\omega>0$ enters, and `hball` says that $g$ is positive within distance $\varepsilon$ of $\pi/\Omega$. The witness is the maximum given above, whose second argument keeps $h_0$ positive. The statement gives no value for the width of the window.

```lean
/-- For all `ω, Ω > 0` there is a window of steps `(h₀, π/Ω)` with `0 < h₀ < π/Ω` on which
`2 cos(Ωh) - (ω² h/Ω) sin(Ωh) < -2`. -/
theorem resonance_window {ω Ω : ℝ} (hω : 0 < ω) (hΩ : 0 < Ω) :
    ∃ h₀, 0 < h₀ ∧ h₀ < π / Ω ∧ ∀ h, h₀ < h → h < π / Ω →
      2 * cos (Ω * h) - ω ^ 2 * h / Ω * sin (Ω * h) < -2 := by
  have hp : 0 < π / Ω := div_pos pi_pos hΩ
  have hg : Continuous
      (fun h : ℝ => ω ^ 2 * h / Ω * sin (Ω * h / 2) - 2 * cos (Ω * h / 2)) := by
    fun_prop
  -- the criterion holds strictly at h = π/Ω, hence nearby
  have hpos : 0 < ω ^ 2 * (π / Ω) / Ω * sin (Ω * (π / Ω) / 2) - 2 * cos (Ω * (π / Ω) / 2) := by
    have e : Ω * (π / Ω) / 2 = π / 2 := by field_simp
    have : 0 < ω ^ 2 * (π / Ω) / Ω := by positivity
    rw [e, sin_pi_div_two, cos_pi_div_two]
    linarith
  have hev : ∀ᶠ h in 𝓝 (π / Ω),
      0 < ω ^ 2 * h / Ω * sin (Ω * h / 2) - 2 * cos (Ω * h / 2) :=
    (hg.tendsto (π / Ω)).eventually (lt_mem_nhds hpos)
  obtain ⟨ε, hε, hball⟩ := Metric.eventually_nhds_iff.1 hev
  refine ⟨max (π / Ω - ε) (π / Ω / 2), lt_max_of_lt_right (by linarith),
    max_lt (by linarith) (by linarith), fun h ha hb => ?_⟩
  obtain ⟨ha1, ha2⟩ := max_lt_iff.1 ha
  have hd : dist h (π / Ω) < ε := by
    rw [Real.dist_eq, abs_lt]
    constructor <;> linarith
  have := hball hd
  exact (resonance_criterion ω hΩ (by linarith) hb).2 (by linarith)
```

## Eigenvalue and divergence in Lean

The next two theorems concern any real $2\times2$ matrix with determinant one and trace below $-2$. In `exists_unstable_eigenvalue`, `r` and `μ` are as above, `hchar` is the characteristic polynomial, `hzero` its vanishing at $\mu$, and `Matrix.exists_mulVec_eq_zero_iff` turns the zero determinant into a nonzero vector.

```lean
/-- A real `2 × 2` matrix with determinant one and trace below `-2` has a real eigenvalue
below `-1`. -/
theorem exists_unstable_eigenvalue {M : Matrix (Fin 2) (Fin 2) ℝ} (hd : M.det = 1)
    (ht : M.trace < -2) : ∃ μ : ℝ, μ < -1 ∧ ∃ z, z ≠ 0 ∧ M *ᵥ z = μ • z := by
  obtain ⟨r, hr0, hr⟩ : ∃ r : ℝ, 0 ≤ r ∧ r ^ 2 = M.trace ^ 2 - 4 :=
    ⟨√(M.trace ^ 2 - 4), sqrt_nonneg _, sq_sqrt (by nlinarith)⟩
  obtain ⟨μ, hμ⟩ : ∃ μ : ℝ, μ = (M.trace - r) / 2 := ⟨_, rfl⟩
  -- characteristic polynomial, vanishing at μ
  have hchar : (M - μ • (1 : Matrix (Fin 2) (Fin 2) ℝ)).det = μ ^ 2 - M.trace * μ + M.det := by
    simp [det_fin_two, trace_fin_two]
    ring
  have hzero : (M - μ • (1 : Matrix (Fin 2) (Fin 2) ℝ)).det = 0 := by
    rw [hchar, hd, hμ]
    linear_combination (1 / 4 : ℝ) * hr
  obtain ⟨z, hz, hv⟩ := Matrix.exists_mulVec_eq_zero_iff.2 hzero
  refine ⟨μ, by linarith, z, hz, ?_⟩
  rw [sub_mulVec, sub_eq_zero] at hv
  rw [hv]
  ext i
  fin_cases i <;> simp [mulVec, dotProduct, Matrix.one_apply]
```

In `diverges_of_trace_lt`, `hn` proves $M^nz=\mu^nz$ by induction from $n=0$, `h1` is $|\mu|>1$, and the last line multiplies the diverging $|\mu|^n$ by $\|z\|>0$. The norm on `Fin 2 → ℝ` is $\max(|q|,|p|)$, and `Tendsto … atTop atTop` says that it exceeds any given bound from some step on.

```lean
/-- Under iteration of a real `2 × 2` matrix with determinant one and trace below `-2`,
some initial phase point grows without bound. -/
theorem diverges_of_trace_lt {M : Matrix (Fin 2) (Fin 2) ℝ} (hd : M.det = 1)
    (ht : M.trace < -2) : ∃ z, Tendsto (fun n : ℕ => ‖(M ^ n) *ᵥ z‖) atTop atTop := by
  obtain ⟨μ, hμ, z, hz, hv⟩ := exists_unstable_eigenvalue hd ht
  have hn : ∀ n : ℕ, (M ^ n) *ᵥ z = μ ^ n • z := by
    intro n
    induction n with
    | zero => simp
    | succ n ih => rw [pow_succ, ← mulVec_mulVec, hv, mulVec_smul, ih, smul_smul, pow_succ']
  have h1 : 1 < ‖μ‖ := by
    rw [Real.norm_eq_abs, abs_of_neg (by linarith)]
    linarith
  refine ⟨z, ?_⟩
  simp only [hn, norm_smul, norm_pow]
  exact (tendsto_pow_atTop_atTop_of_one_lt h1).atTop_mul_const (norm_pos_iff.2 hz)
```

## The main theorem and the Cayley bound

The theorem `resonance_instability` is the claim: under `0 < ω` and `0 < Ω` there is $h_0\in(0,\pi/\Omega)$ such that each $h$ in the open window has trace below $-2$ and a diverging initial point. That point may depend on $h$, and divergence is stated for some initial point, not for all. The proof takes the window, rewrites the trace with `ht`, and passes `hd` and `hlt` to the previous theorem.

```lean
/-- For all `ω, Ω > 0` there is a window of steps `(h₀, π/Ω)` with `0 < h₀ < π/Ω` on which the
step matrix has trace below `-2` and some initial phase point grows without bound. -/
theorem resonance_instability {ω Ω : ℝ} (hω : 0 < ω) (hΩ : 0 < Ω) :
    ∃ h₀, 0 < h₀ ∧ h₀ < π / Ω ∧ ∀ h, h₀ < h → h < π / Ω →
      (rpStep ω Ω h).trace < -2 ∧
      ∃ z, Tendsto (fun n : ℕ => ‖(rpStep ω Ω h ^ n) *ᵥ z‖) atTop atTop := by
  obtain ⟨h₀, ha, hb, hw⟩ := resonance_window hω hΩ
  refine ⟨h₀, ha, hb, fun h h1 h2 => ?_⟩
  obtain ⟨hd, ht⟩ := rpStep_det_trace hΩ.ne' ω h
  have hlt : (rpStep ω Ω h).trace < -2 := by
    rw [ht]
    exact hw h h1 h2
  exact ⟨hlt, diverges_of_trace_lt hd hlt⟩
```

The theorem `cayley_trace_bound` states $|\operatorname{tr}KGK|<2$ for every real $\Omega$, zero included, when $0<\omega h<2$, a condition on the step and the external frequency that does not involve $\Omega$. Its conclusion is the trace inequality, with no statement about the determinant or the orbits of this step. The step `e` is the trace formula, `hlo` and `hhi` give $0<(\omega h)^2<4$, and clearing the positive denominator `hden` leaves the two linear inequalities derived above.

```lean
/-- With the Cayley free-ring step between the half-kicks, the trace lies strictly between
`-2` and `2` for every spring frequency `Ω` whenever `0 < ωh < 2`. -/
theorem cayley_trace_bound {ω h : ℝ} (Ω : ℝ) (h0 : 0 < ω * h) (h2 : ω * h < 2) :
    |(halfKick ω h * cayleyRing Ω h * halfKick ω h).trace| < 2 := by
  have hD : 0 ≤ Ω ^ 2 * h ^ 2 := by positivity
  have hden : 0 < 4 + Ω ^ 2 * h ^ 2 := by linarith
  have e : (halfKick ω h * cayleyRing Ω h * halfKick ω h).trace
      = (8 - 2 * (Ω ^ 2 * h ^ 2) - 4 * (ω * h) ^ 2) / (4 + Ω ^ 2 * h ^ 2) := by
    simp only [halfKick, cayleyRing, mul_fin_two, trace_fin_two_of]
    field_simp
    ring
  have hlo : 0 < (ω * h) ^ 2 := pow_pos h0 2
  have hhi : (ω * h) ^ 2 < 4 := by nlinarith
  rw [e, abs_lt, lt_div_iff₀ hden, div_lt_iff₀ hden]
  constructor <;> linarith

end

end RingPolymerResonance
```

```lean
#print axioms RingPolymerResonance.freeRing_solves
-- 'RingPolymerResonance.freeRing_solves' depends on axioms: [propext, Classical.choice, Quot.sound]
#print axioms RingPolymerResonance.resonance_instability
-- 'RingPolymerResonance.resonance_instability' depends on axioms: [propext, Classical.choice, Quot.sound]
#print axioms RingPolymerResonance.cayley_trace_bound
-- 'RingPolymerResonance.cayley_trace_bound' depends on axioms: [propext, Classical.choice, Quot.sound]
```
